# How an initial error in the auxiliary vector enters the residual gap of conjugate-gradient recurrences

Some variants of the conjugate-gradient method for \(Ax=f\), pipelined ones among them, update a vector \(s_i\) by a recurrence instead of applying \(A\) to the search direction \(p_i\). Pipelined conjugate gradients also carry the product of \(A\) with the residual \(r_i\) by a recurrence; the simpler model here, called `PipelinedRun` below, applies \(A\) to \(r_i\) directly. The coefficients \(a_i\) (step lengths) and \(b_i\) (used to update the directions) are treated as given numbers, and \(s_i\) is a sequence of its own, not defined as \(Ap_i\). An error \(d=Ap_0-s_0\) can therefore be present at the start, while all later steps are exact. No orthogonality, symmetry or positivity of \(A\) is needed for the main formula.

```lean
import Mathlib

open Finset Filter Topology

namespace PipelinedResidualGap

noncomputable section

variable {K V : Type*} [CommRing K] [AddCommGroup V] [Module K V]
```

`V` is the space of vectors and `K` supplies the scalars. For a physicist `K` is \(\mathbb R\) or \(\mathbb C\), but any commutative ring will do, and `V` may have any dimension.

## The recurrences and the gap

```lean
/-- Recurrences of conjugate-gradient form, with given coefficients, for the iterate `x`, the
recursive residual `r`, the search direction `p` and the auxiliary vector `s` that stands in for `A
p`. The product `A r` is applied directly and has no recurrence of its own. -/
structure PipelinedRun (A : V →ₗ[K] V) (a b : ℕ → K) (x r p s : ℕ → V) : Prop where
  x_step : ∀ i, x (i + 1) = x i + a i • p i
  r_step : ∀ i, r (i + 1) = r i - a i • s i
  p_step : ∀ i, p (i + 1) = r (i + 1) + b (i + 1) • p i
  s_step : ∀ i, s (i + 1) = A (r (i + 1)) + b (i + 1) • s i
```

`A : V →ₗ[K] V` is a linear map, a sequence of vectors is a function `ℕ → V`, and `•` multiplies a vector by a scalar. `PipelinedRun` is the statement that, for every \(i\ge 0\),

\[
\begin{aligned}
x_{i+1}&=x_i+a_ip_i, & r_{i+1}&=r_i-a_is_i,\\
p_{i+1}&=r_{i+1}+b_{i+1}p_i, & s_{i+1}&=Ar_{i+1}+b_{i+1}s_i .
\end{aligned}
\]

```lean
/-- The residual gap: true residual `f - A x_n` minus recursive residual `r_n`. -/
def residualGap (A : V →ₗ[K] V) (f : V) (x r : ℕ → V) (n : ℕ) : V :=
  f - A (x n) - r n
```

For the equation \(Ax=f\), the gap is \(g_n=f-Ax_n-r_n\), the true residual minus the one carried by the recurrence.

```lean
/-- The sum over `i < n` of `a_i b_1 ⋯ b_i`. -/
def amplification (a b : ℕ → K) (n : ℕ) : K :=
  ∑ i ∈ range n, a i * ∏ j ∈ range i, b (j + 1)
```

`range n` is \(\{0,\dots,n-1\}\), so this is \(S_n=\sum_{i<n}a_i\,b_1\cdots b_i\). The empty product is 1, which gives \(S_0=0\) and \(S_1=a_0\).

```lean
/-- The mismatch between `A p_i` and `s_i` is the initial mismatch times `b_1 ⋯ b_i`. -/
theorem direction_mismatch {A : V →ₗ[K] V} {a b : ℕ → K} {x r p s : ℕ → V}
    (h : PipelinedRun A a b x r p s) (i : ℕ) :
    A (p i) - s i = (∏ j ∈ range i, b (j + 1)) • (A (p 0) - s 0) := by
  induction i with
  | zero => simp
  | succ i ih =>
    -- the terms `A r_(i+1)` cancel
    have step : A (p (i + 1)) - s (i + 1) = b (i + 1) • (A (p i) - s i) := by
      rw [h.p_step i, h.s_step i, map_add, map_smul]
      module
    rw [step, ih, prod_range_succ]
    module
```

Write \(m_i=Ap_i-s_i\) for the mismatch. The terms \(Ar_{i+1}\) cancel:

\[
m_{i+1}=Ar_{i+1}+b_{i+1}Ap_i-Ar_{i+1}-b_{i+1}s_i=b_{i+1}m_i .
\]

Hence \(m_i=b_1\cdots b_i\,d\). In the proof, `step` is the displayed line and `induction` repeats it; the tactic `module` does the vector algebra.

```lean
/-- The residual gap after `n` steps is minus the amplification sum times the initial
mismatch `A p_0 - s_0`. -/
theorem residual_gap {A : V →ₗ[K] V} {a b : ℕ → K} {x r p s : ℕ → V} {f : V}
    (h : PipelinedRun A a b x r p s) (h0 : r 0 = f - A (x 0)) (n : ℕ) :
    residualGap A f x r n = -(amplification a b n • (A (p 0) - s 0)) := by
  induction n with
  | zero => simp [residualGap, amplification, h0]
  | succ n ih =>
    -- one step feeds the current mismatch into the gap
    have step : residualGap A f x r (n + 1)
        = residualGap A f x r n - a n • (A (p n) - s n) := by
      unfold residualGap
      rw [h.x_step n, h.r_step n, map_add, map_smul]
      module
    rw [step, ih, direction_mismatch h n]
    simp only [amplification, sum_range_succ]
    module
```

The hypothesis `h0` says that the recursive residual starts out true, so \(g_0=0\). One step gives

\[
g_{i+1}=f-Ax_i-a_iAp_i-r_i+a_is_i=g_i-a_im_i .
\]

Inserting \(m_i\) and summing yields \(g_n=-S_n\,d\). The proof has the same shape: `step` is this line, and `ih` is the formula already known for \(n\).

If a linear system, for instance one from an electronic-structure response calculation, is solved with such recurrences, a small recursive residual does not by itself certify the solution, even when the recurrences are exact after one faulty start.

## Errors in every step

```lean
section Rounding

/-- Local error committed in updating the iterate. -/
def iterateError (a : ℕ → K) (x p : ℕ → V) (i : ℕ) : V :=
  x (i + 1) - (x i + a i • p i)
```

For arbitrary sequences, the local error \(e^x_i\) is what the update of \(x\) misses: \(x_{i+1}=x_i+a_ip_i+e^x_i\).

```lean
/-- Local error committed in updating the recursive residual. -/
def residualError (a : ℕ → K) (r s : ℕ → V) (i : ℕ) : V :=
  r (i + 1) - (r i - a i • s i)
```

Likewise \(r_{i+1}=r_i-a_is_i+e^r_i\).

```lean
/-- Local error committed in updating the search direction. -/
def directionError (b : ℕ → K) (r p : ℕ → V) (i : ℕ) : V :=
  p (i + 1) - (r (i + 1) + b (i + 1) • p i)
```

For the direction, \(p_{i+1}=r_{i+1}+b_{i+1}p_i+e^p_i\).

```lean
/-- Local error committed in updating the auxiliary vector `s`. -/
def auxiliaryError (A : V →ₗ[K] V) (b : ℕ → K) (r s : ℕ → V) (i : ℕ) : V :=
  s (i + 1) - (A (r (i + 1)) + b (i + 1) • s i)
```

Finally \(s_{i+1}=Ar_{i+1}+b_{i+1}s_i+e^s_i\). An inaccurate product \(Ar_{i+1}\) is counted in \(e^s_i\).

```lean
/-- For arbitrary sequences, the mismatch `A p_i - s_i` is the initial one times `b_1 ⋯ b_i` plus a
sum over the earlier steps: `A` applied to the direction error, minus the auxiliary error, times the
coefficients `b` of the steps that follow, up to `b_i`. -/
theorem direction_mismatch_rounded (A : V →ₗ[K] V) (b : ℕ → K) (r p s : ℕ → V) (i : ℕ) :
    A (p i) - s i = (∏ j ∈ range i, b (j + 1)) • (A (p 0) - s 0)
      + ∑ j ∈ range i, (∏ k ∈ Ico (j + 1) i, b (k + 1)) •
          (A (directionError b r p j) - auxiliaryError A b r s j) := by
  induction i with
  | zero => simp
  | succ i ih =>
    have step : A (p (i + 1)) - s (i + 1) = b (i + 1) • (A (p i) - s i)
        + (A (directionError b r p i) - auxiliaryError A b r s i) := by
      simp only [directionError, auxiliaryError, map_sub, map_add, map_smul]
      module
    -- all earlier errors pick up the new factor `b_(i+1)`
    have hs : ∑ j ∈ range i, (∏ k ∈ Ico (j + 1) (i + 1), b (k + 1)) •
          (A (directionError b r p j) - auxiliaryError A b r s j)
        = b (i + 1) • ∑ j ∈ range i, (∏ k ∈ Ico (j + 1) i, b (k + 1)) •
          (A (directionError b r p j) - auxiliaryError A b r s j) := by
      rw [smul_sum]
      refine sum_congr rfl fun j hj => ?_
      have hji : j + 1 ≤ i := by
        have := mem_range.mp hj
        omega
      rw [prod_Ico_succ_top hji, mul_comm, mul_smul]
    rw [step, ih, sum_range_succ, hs, Ico_self, prod_empty, prod_range_succ]
    module
```

The mismatch now obeys \(m_{i+1}=b_{i+1}m_i+(Ae^p_i-e^s_i)\). Iterating,

\[
m_i=b_1\cdots b_i\,d+\sum_{j<i}\Big(\prod_{k=j+1}^{i-1}b_{k+1}\Big)(Ae^p_j-e^s_j).
\]

Each error is multiplied by the coefficients that come after it. `Ico (j + 1) i` is the range \(j+1\le k<i\), and `hs` attaches the new factor \(b_{i+1}\) to all earlier errors.

```lean
/-- The residual gap of arbitrary computed sequences, expressed exactly through the initial gap,
the initial mismatch and the local errors of the four recurrences. -/
theorem residual_gap_rounded (A : V →ₗ[K] V) (f : V) (a b : ℕ → K) (x r p s : ℕ → V) (n : ℕ) :
    residualGap A f x r n = residualGap A f x r 0 - ∑ i ∈ range n,
      (a i • ((∏ j ∈ range i, b (j + 1)) • (A (p 0) - s 0)
          + ∑ j ∈ range i, (∏ k ∈ Ico (j + 1) i, b (k + 1)) •
              (A (directionError b r p j) - auxiliaryError A b r s j))
        + (A (iterateError a x p i) + residualError a r s i)) := by
  induction n with
  | zero => simp
  | succ n ih =>
    have step : residualGap A f x r (n + 1) = residualGap A f x r n
        - (a n • (A (p n) - s n) + (A (iterateError a x p n) + residualError a r s n)) := by
      simp only [residualGap, iterateError, residualError, map_sub, map_add, map_smul]
      module
    rw [step, ih, direction_mismatch_rounded A b r p s n, sum_range_succ]
    exact sub_sub _ _ _

end Rounding
```

The gap changes by \(g_{i+1}=g_i-a_im_i-(Ae^x_i+e^r_i)\), so

\[
g_n=g_0-\sum_{i<n}\big(a_im_i+Ae^x_i+e^r_i\big),
\]

with \(m_i\) as above. This is an identity for any sequences whatever, with no `PipelinedRun` assumed. It contains no model of floating-point arithmetic and no bound on the errors.

## Norms and the conjugate-gradient coefficient

```lean
section Norms

variable {W : Type*} [NormedAddCommGroup W] [NormedSpace ℝ W]
  {A : W →ₗ[ℝ] W} {a b : ℕ → ℝ} {x r p s : ℕ → W} {f : W}

/-- If each `b_(i+1)` is the ratio of successive squared residual norms, the gap times `‖r_0‖²`
is minus the sum of `a_i ‖r_i‖²` times the initial mismatch. -/
theorem residual_gap_cg (h : PipelinedRun A a b x r p s) (h0 : r 0 = f - A (x 0))
    (hb : ∀ i, b (i + 1) * ‖r i‖ ^ 2 = ‖r (i + 1)‖ ^ 2) (n : ℕ) :
    ‖r 0‖ ^ 2 • residualGap A f x r n
      = -((∑ i ∈ range n, a i * ‖r i‖ ^ 2) • (A (p 0) - s 0)) := by
  -- the product of the ratios telescopes
  have key : ∀ i, ‖r 0‖ ^ 2 * ∏ j ∈ range i, b (j + 1) = ‖r i‖ ^ 2 := by
    intro i
    induction i with
    | zero => simp
    | succ i ih => rw [prod_range_succ, ← mul_assoc, ih, mul_comm, hb i]
  have hs : ‖r 0‖ ^ 2 * amplification a b n = ∑ i ∈ range n, a i * ‖r i‖ ^ 2 := by
    rw [amplification, mul_sum]
    refine sum_congr rfl fun i _ => ?_
    rw [← key i]
    ring
  rw [residual_gap h h0, smul_neg, smul_smul, hs]
```

From here on the scalars are real and the space carries a norm. The recurrences are again exact and start from the true residual, \(r_0=f-Ax_0\). The hypothesis `hb` is the conjugate-gradient rule \(b_{i+1}\|r_i\|^2=\|r_{i+1}\|^2\), which in the exact method, with the Euclidean norm, makes successive directions conjugate. The products telescope:

\[
\|r_0\|^2\,b_1\cdots b_i=\|r_1\|^2\,b_2\cdots b_i=\dots=\|r_i\|^2 .
\]

This is `key`. Multiplying \(g_n=-S_nd\) by \(\|r_0\|^2\) gives

\[
\|r_0\|^2g_n=-\Big(\sum_{i<n}a_i\|r_i\|^2\Big)d .
\]

For \(r_0\neq0\) one may divide by \(\|r_0\|^2\).

```lean
/-- For nonnegative coefficients the norm of the residual gap never decreases. -/
theorem residual_gap_monotone (h : PipelinedRun A a b x r p s) (h0 : r 0 = f - A (x 0))
    (ha : ∀ i, 0 ≤ a i) (hb : ∀ i, 0 ≤ b (i + 1)) :
    Monotone fun n => ‖residualGap A f x r n‖ := by
  have term : ∀ i, 0 ≤ a i * ∏ j ∈ range i, b (j + 1) := fun i =>
    mul_nonneg (ha i) (prod_nonneg fun j _ => hb j)
  have hnorm : ∀ n, ‖residualGap A f x r n‖ = amplification a b n * ‖A (p 0) - s 0‖ := by
    intro n
    have hn : 0 ≤ amplification a b n := sum_nonneg fun i _ => term i
    rw [residual_gap h h0, norm_neg, norm_smul, Real.norm_of_nonneg hn]
  refine monotone_nat_of_le_succ fun n => ?_
  rw [hnorm, hnorm]
  refine mul_le_mul_of_nonneg_right ?_ (norm_nonneg _)
  simp only [amplification, sum_range_succ]
  linarith [term n]
```

If \(r_0=f-Ax_0\) and all \(a_i\) and \(b_{i+1}\) are nonnegative, then \(S_n\ge0\) and \(\|g_n\|=S_n\|d\|\) (`hnorm`). Passing from \(n\) to \(n+1\) adds the nonnegative term \(a_n\,b_1\cdots b_n\) to \(S_n\), so the gap norm never decreases. Exact conjugate gradients for a positive definite matrix have such coefficients; here their signs are assumed.

```lean
/-- For nonnegative coefficients, from the first step on, the norms of the true and the recursive
residual add up to at least `a_0` times the norm of the initial mismatch. -/
theorem true_residual_bound (h : PipelinedRun A a b x r p s) (h0 : r 0 = f - A (x 0))
    (ha : ∀ i, 0 ≤ a i) (hb : ∀ i, 0 ≤ b (i + 1)) {n : ℕ} (hn : 1 ≤ n) :
    a 0 * ‖A (p 0) - s 0‖ ≤ ‖f - A (x n)‖ + ‖r n‖ := by
  have h1 : ‖residualGap A f x r 1‖ = a 0 * ‖A (p 0) - s 0‖ := by
    have hamp : amplification a b 1 = a 0 := by simp [amplification]
    rw [residual_gap h h0, hamp, norm_neg, norm_smul, Real.norm_of_nonneg (ha 0)]
  have h2 : ‖residualGap A f x r 1‖ ≤ ‖residualGap A f x r n‖ :=
    residual_gap_monotone h h0 ha hb hn
  rw [← h1]
  exact h2.trans (norm_sub_le _ _)

end Norms
```

For \(n\ge1\), monotonicity and the triangle inequality give

\[
a_0\|d\|=\|g_1\|\le\|g_n\|\le\|f-Ax_n\|+\|r_n\| .
\]

Once \(\|r_n\|\) is small, the norm of the true residual can lie below \(a_0\|d\|\) by at most that small amount.

## A scalar run that stagnates

```lean
/-- Iterates of a scalar model run for the equation `x = 1`. -/
def modelX (i : ℕ) : ℝ := 2 / 3 - (1 / 2) ^ i + 1 / 3 * (1 / 4) ^ i
```

The example has \(A=1\) and \(f=1\), so the exact solution is 1. The iterates are \(x_i=\tfrac23-2^{-i}+\tfrac13\,4^{-i}\), starting at \(x_0=0\).

```lean
/-- Recursive residuals of the scalar model run. -/
def modelR (i : ℕ) : ℝ := (1 / 2) ^ i
```

The recursive residual is \(r_i=2^{-i}\).

```lean
/-- Search directions of the scalar model run. -/
def modelP (i : ℕ) : ℝ := 2 * (1 / 2) ^ i - (1 / 4) ^ i
```

The direction is \(p_i=2\cdot2^{-i}-4^{-i}\), so \(p_0=1\).

```lean
/-- Auxiliary vectors of the scalar model run. -/
def modelS (i : ℕ) : ℝ := 2 * (1 / 2) ^ i
```

The auxiliary value is \(s_i=2\cdot2^{-i}\), so \(s_0=2\) where \(Ap_0=1\).

```lean
/-- The scalar model run obeys the recurrences with `A = 1` and all coefficients `1/4`, starts from
the true residual, has `b` equal to the ratio of squared residuals, and has initial mismatch `-1`. -/
theorem pipelinedRun_witness :
    PipelinedRun (LinearMap.id : ℝ →ₗ[ℝ] ℝ) (fun _ => 1 / 4) (fun _ => 1 / 4)
        modelX modelR modelP modelS
      ∧ modelR 0 = 1 - modelX 0
      ∧ (∀ i, 1 / 4 * ‖modelR i‖ ^ 2 = ‖modelR (i + 1)‖ ^ 2)
      ∧ modelP 0 - modelS 0 = -1 := by
  refine ⟨⟨?_, ?_, ?_, ?_⟩, ?_, ?_, ?_⟩
  · intro i
    simp only [modelX, modelP, smul_eq_mul, pow_succ]
    ring
  · intro i
    simp only [modelR, modelS, smul_eq_mul, pow_succ]
    ring
  · intro i
    simp only [modelP, modelR, smul_eq_mul, pow_succ]
    ring
  · intro i
    simp only [modelS, modelR, smul_eq_mul, LinearMap.id_apply, pow_succ]
    ring
  · norm_num [modelR, modelX]
  · intro i
    simp only [modelR, Real.norm_eq_abs, sq_abs]
    ring
  · norm_num [modelP, modelS]
```

With \(a_i=b_i=\tfrac14\), all four recurrences hold:

\[
\begin{aligned}
x_{i+1}-x_i&=\tfrac12\,2^{-i}-\tfrac14\,4^{-i}=\tfrac14p_i,\\
r_i-\tfrac14s_i&=\tfrac12\,2^{-i}=r_{i+1},\\
r_{i+1}+\tfrac14p_i&=2^{-i}-\tfrac14\,4^{-i}=p_{i+1},\\
r_{i+1}+\tfrac14s_i&=2^{-i}=s_{i+1}.
\end{aligned}
\]

Moreover \(r_0=1=f-x_0\), the ratio of successive squared residuals is \(\tfrac14\), and \(d=-1\). The rule for \(b\) is thus the conjugate-gradient one, while \(a_i=\tfrac14\) is simply prescribed. In Lean, `ring` checks the identities.

```lean
/-- In the scalar model run the recursive residual tends to `0` while the true residual tends
to `1/3`. -/
theorem model_stagnation :
    Tendsto modelR atTop (𝓝 0) ∧ Tendsto (fun i => 1 - modelX i) atTop (𝓝 (1 / 3)) := by
  have h2 : Tendsto (fun i : ℕ => (1 / 2 : ℝ) ^ i) atTop (𝓝 0) :=
    tendsto_pow_atTop_nhds_zero_of_lt_one (by norm_num) (by norm_num)
  have h4 : Tendsto (fun i : ℕ => (1 / 4 : ℝ) ^ i) atTop (𝓝 0) :=
    tendsto_pow_atTop_nhds_zero_of_lt_one (by norm_num) (by norm_num)
  refine ⟨h2, ?_⟩
  have h := (h2.const_add (1 / 3 : ℝ)).sub (h4.const_mul (1 / 3 : ℝ))
  rw [show (1 / 3 : ℝ) + 0 - 1 / 3 * 0 = 1 / 3 by norm_num] at h
  refine h.congr fun i => ?_
  simp only [modelX]
  ring

end

end PipelinedResidualGap
```

The true residual is \(1-x_i=\tfrac13+2^{-i}-\tfrac13\,4^{-i}\). Both powers tend to 0 (`h2` and `h4`), so \(r_i\to0\) while \(1-x_i\to\tfrac13\). The iteration looks converged by its own residual, yet \(x_i\) approaches \(\tfrac23\) and not 1.

```lean
#print axioms PipelinedResidualGap.residual_gap_rounded
-- 'PipelinedResidualGap.residual_gap_rounded' depends on axioms: [propext, Classical.choice, Quot.sound]
#print axioms PipelinedResidualGap.residual_gap_cg
-- 'PipelinedResidualGap.residual_gap_cg' depends on axioms: [propext, Classical.choice, Quot.sound]
#print axioms PipelinedResidualGap.true_residual_bound
-- 'PipelinedResidualGap.true_residual_bound' depends on axioms: [propext, Classical.choice, Quot.sound]
#print axioms PipelinedResidualGap.model_stagnation
-- 'PipelinedResidualGap.model_stagnation' depends on axioms: [propext, Classical.choice, Quot.sound]
```
